# A positive off-diagonal Hamiltonian entry makes the matching propagator entry negative at short imaginary times

## Propagators and path weights

Let \(H\) be a real square matrix whose rows and columns are labelled by a finite set of basis states. It need not be symmetric; the real symmetric matrix of a Hamiltonian in a finite orthonormal basis is a special case. With \(\hbar=1\), the propagator over an imaginary time \(\tau\) is

\[
P(\tau)=e^{-\tau H}.
\]

In Lean the label set is the finite type `n`, and \(P(\tau)\) is `propagator H τ`. The minus sign is part of the definition.

```lean
import Mathlib

open Matrix Finset

namespace NonStoquasticSign

noncomputable section

variable {n : Type*} [Fintype n] [DecidableEq n]

/-- The imaginary-time propagator `exp(-τH)` of a real matrix Hamiltonian. -/
def propagator (H : Matrix n n ℝ) (τ : ℝ) : Matrix n n ℝ :=
  NormedSpace.exp ((-τ) • H)
```

Cut an imaginary time \(\beta\) into \(N\) equal slices. A path \(x_0,x_1,\dots,x_N\) of basis states then has the weight

\[
W(x)=\prod_{k=0}^{N-1}P(\beta/N)_{x_k x_{k+1}} .
\]

Each slice uses the exact exponential, with no Trotter splitting. The Lean path is a function on all natural numbers, of which only the values at \(0,\dots,N\) enter the weight. The endpoints are free, so a path may be open (\(x_0\neq x_N\)) or closed.

```lean
/-- The weight of a discrete path `x 0, x 1, …, x N` when the imaginary time `β` is cut
into `N` equal slices. -/
def pathWeight (H : Matrix n n ℝ) (β : ℝ) (N : ℕ) (x : ℕ → n) : ℝ :=
  ∏ k ∈ range N, propagator H (β / N) (x k) (x (k + 1))
```

A real \(H\) is called stoquastic in the given basis if all its off-diagonal entries are nonpositive. The problems below relate this condition to the signs of propagator entries and path weights. These signs matter in path-integral Monte Carlo for finite-dimensional real Hamiltonians, where weights can be sampled directly as probabilities only if they are nonnegative.

## (a) The propagator at zero imaginary time

Show that

\[
P(0)=1 .
\]

In the series \(e^{A}=\sum_{k\ge0}A^k/k!\) with \(A=0\), only the term \(k=0\) survives, and it is the identity matrix. In particular \(P(0)_{ij}=0\) for \(i\ne j\) and \(P(0)_{jj}=1\). The Lean proof rewrites the exponent to zero and applies the library lemma for \(e^0\).

```lean
/-- At zero imaginary time the propagator is the identity. -/
theorem propagator_zero (H : Matrix n n ℝ) : propagator H 0 = 1 := by
  rw [propagator, neg_zero, zero_smul, NormedSpace.exp_zero]
```

## (b) The initial slope of each entry

Show that for all \(i,j\), equal or not,

\[
\left.\frac{d}{d\tau}P(\tau)_{ij}\right|_{\tau=0}=-H_{ij}.
\]

Separate the first two terms of the series:

\[
P(\tau)=1-\tau H+R(\tau),\qquad R(\tau)=\sum_{k\ge2}\frac{(-\tau)^k}{k!}H^k .
\]

Let \(\|\cdot\|\) be the largest absolute row sum. It is submultiplicative on powers of \(H\) and bounds every entry, so

\[
|R(\tau)_{ij}|\le\sum_{k\ge2}\frac{(|\tau|\,\|H\|)^k}{k!}\le\frac{\tau^2\|H\|^2}{2}\,e^{|\tau|\|H\|}.
\]

Therefore

\[
\frac{P(\tau)_{ij}-P(0)_{ij}}{\tau}=-H_{ij}+\frac{R(\tau)_{ij}}{\tau}\longrightarrow-H_{ij}
\qquad(\tau\to0).
\]

`HasDerivAt` states this as a two-sided derivative at \(0\). The Lean proof equips the matrices with the same row-sum norm and takes the derivative of \(e^{\tau(-H)}\) from the library, which replaces the estimate of \(R\). The linear map `L` reads off the entry \((i,j)\), and the chain rule carries the derivative through it. The last lines evaluate \(e^{0}(-H)\) at that entry.

```lean
/-- The initial rate of change of each propagator entry is minus the corresponding entry
of the Hamiltonian. -/
theorem hasDerivAt_propagator_entry (H : Matrix n n ℝ) (i j : n) :
    HasDerivAt (fun τ : ℝ => propagator H τ i j) (-(H i j)) 0 := by
  let : NormedRing (Matrix n n ℝ) := Matrix.linftyOpNormedRing
  let : NormedAlgebra ℝ (Matrix n n ℝ) := Matrix.linftyOpNormedAlgebra
  -- reading off an entry is a linear map, continuous in finite dimension
  let L : Matrix n n ℝ →ₗ[ℝ] ℝ :=
    { toFun := fun M => M i j
      map_add' := fun _ _ => rfl
      map_smul' := fun _ _ => rfl }
  have h := hasDerivAt_exp_smul_const (𝕂 := ℝ) (-H) (0 : ℝ)
  have h2 := (LinearMap.toContinuousLinearMap L).hasFDerivAt.comp_hasDerivAt (0 : ℝ) h
  have e : (fun τ : ℝ => propagator H τ i j) =
      fun τ : ℝ => (NormedSpace.exp (τ • (-H)) : Matrix n n ℝ) i j := by
    funext τ
    rw [propagator, neg_smul, smul_neg]
  rw [e]
  refine HasDerivAt.congr_deriv h2 ?_
  change ((NormedSpace.exp ((0 : ℝ) • (-H)) : Matrix n n ℝ) * (-H)) i j = -(H i j)
  rw [zero_smul, NormedSpace.exp_zero, one_mul, Matrix.neg_apply]
```

## (c) The sign of an off-diagonal entry at short times

Let \(i\ne j\) and \(H_{ij}>0\). Show that there is an \(\varepsilon>0\) with

\[
P(\tau)_{ij}<0\qquad\text{for all }0<\tau<\varepsilon .
\]

By (a), the entry vanishes at \(\tau=0\), so its difference quotient is \(P(\tau)_{ij}/\tau\). By (b), this quotient tends to \(-H_{ij}<0\). It is therefore negative for all nonzero \(\tau\) in some interval \((-\varepsilon,\varepsilon)\). For \(0<\tau<\varepsilon\), multiplication by \(\tau\) preserves the sign and gives the claim.

The number \(\varepsilon\) may depend on \(H\), \(i\) and \(j\), and the theorem gives no formula for it. In the proof, `slope` is the difference quotient, and `hev` says that it is eventually negative near zero. Unpacking `hev` supplies `ε`. The final two lines argue by contradiction: a nonnegative entry divided by a positive \(\tau\) could not be negative.

```lean
/-- If an off-diagonal entry `H i j` is positive, the propagator entry `exp(-τH) i j` is
negative for all sufficiently short positive imaginary times. -/
theorem propagator_neg_of_pos_offdiag (H : Matrix n n ℝ) {i j : n} (hij : i ≠ j)
    (hpos : 0 < H i j) :
    ∃ ε > 0, ∀ τ : ℝ, 0 < τ → τ < ε → propagator H τ i j < 0 := by
  have h := hasDerivAt_iff_tendsto_slope.1 (hasDerivAt_propagator_entry H i j)
  -- the difference quotient is eventually negative
  have hev := h.eventually (Iio_mem_nhds (neg_lt_zero.2 hpos))
  rw [eventually_nhdsWithin_iff, Metric.eventually_nhds_iff] at hev
  obtain ⟨ε, hε, hs⟩ := hev
  refine ⟨ε, hε, fun τ h0 h1 => ?_⟩
  have hd : dist τ 0 < ε := by
    rw [Real.dist_eq, sub_zero, abs_of_pos h0]
    exact h1
  have hq : slope (fun τ : ℝ => propagator H τ i j) 0 τ < 0 := hs hd h0.ne'
  rw [slope_def_field, propagator_zero, Matrix.one_apply_ne hij, sub_zero, sub_zero] at hq
  by_contra hc
  exact absurd hq (not_lt_of_ge (div_nonneg (not_lt.1 hc) h0.le))
```

## (d) What nonnegative short-time propagators imply for H

Suppose that for every \(\varepsilon>0\) there is some \(\tau\) with \(0<\tau<\varepsilon\) at which all entries of \(P(\tau)\) are nonnegative. Show that

\[
H_{ij}\le0\qquad\text{for all }i\ne j .
\]

If some off-diagonal \(H_{ij}\) were positive, (c) would give an \(\varepsilon\) below which \(P(\tau)_{ij}\) is always negative. The hypothesis supplies a \(\tau\) below that same \(\varepsilon\) with \(P(\tau)_{ij}\ge0\), a contradiction.

The hypothesis asks only for a sequence of good times approaching zero, not for nonnegativity on a whole interval. The conclusion is that \(H\) is stoquastic in the chosen basis. The Lean proof is the same contradiction, with `hneg` from (c) set against `hnn` from the hypothesis.

```lean
/-- If all propagator entries are nonnegative at arbitrarily short positive imaginary times,
then every off-diagonal entry of the Hamiltonian is nonpositive. -/
theorem offdiag_nonpos_of_propagator_nonneg (H : Matrix n n ℝ)
    (h : ∀ ε > 0, ∃ τ : ℝ, 0 < τ ∧ τ < ε ∧ ∀ i j, 0 ≤ propagator H τ i j) :
    ∀ i j, i ≠ j → H i j ≤ 0 := by
  intro i j hij
  by_contra hc
  obtain ⟨ε, hε, hneg⟩ := propagator_neg_of_pos_offdiag H hij (not_le.1 hc)
  obtain ⟨τ, h0, h1, hnn⟩ := h ε hε
  exact absurd (hneg τ h0 h1) (not_lt_of_ge (hnn i j))
```

## (e) Diagonal entries at short times

Show that for each \(j\) there is an \(\varepsilon>0\) with

\[
P(\tau)_{jj}>0\qquad\text{for all }0<\tau<\varepsilon .
\]

By (b), the entry is differentiable at \(\tau=0\), hence continuous there. Its value at zero is \(1\) by (a), so it stays positive in a neighbourhood of zero. No condition on \(H_{jj}\) is required. In Lean, `continuousAt` extracts continuity from the derivative, and the neighbourhood then supplies a radius `ε`.

```lean
/-- Diagonal propagator entries are positive at sufficiently short imaginary times. -/
theorem propagator_diag_pos (H : Matrix n n ℝ) (j : n) :
    ∃ ε > 0, ∀ τ : ℝ, 0 < τ → τ < ε → 0 < propagator H τ j j := by
  have hc := (hasDerivAt_propagator_entry H j j).continuousAt
  have h1 : (0 : ℝ) < propagator H 0 j j := by
    rw [propagator_zero, Matrix.one_apply_eq]
    exact one_pos
  have hev := hc.eventually (Ioi_mem_nhds h1)
  rw [Metric.eventually_nhds_iff] at hev
  obtain ⟨ε, hε, hs⟩ := hev
  refine ⟨ε, hε, fun τ h0 hτ => ?_⟩
  have hd : dist τ 0 < ε := by
    rw [Real.dist_eq, sub_zero, abs_of_pos h0]
    exact hτ
  exact hs hd
```

## (f) A negative path in every sufficiently fine slicing

Let \(i\neq j\), \(H_{ij}>0\) and \(\beta>0\). Show that there is an \(N_0\) such that for every \(N>N_0\) some path satisfies

\[
x_0=i,\qquad x_N=j,\qquad W(x)<0 .
\]

Take \(\varepsilon_1\) from (c) and \(\varepsilon_2\) from (e) for the state \(j\). Choose a natural number \(N_0>\beta/\min(\varepsilon_1,\varepsilon_2)\). For \(N>N_0\), the slice length \(\tau=\beta/N\) is positive and smaller than both bounds. Let the path jump from \(i\) to \(j\) in the first slice and remain at \(j\):

\[
x_0=i,\qquad x_1=\dots=x_N=j,\qquad
W(x)=P(\tau)_{ij}\,\bigl(P(\tau)_{jj}\bigr)^{N-1}.
\]

The first factor is negative and the remaining factors are positive. If \(N=1\), only the first factor is present.

The Lean proof defines this path by `if k = 0 then i else j`. It writes \(N=M+1\) and uses `prod_range_succ'` to separate the factor of the first slice from the other \(M\), whose product is positive by `prod_pos`.

The path is open. A partition function sums over closed paths, where negative factors can cancel: for symmetric \(H\), the closed path \(i\to j\to i\) has weight \((P(\tau)_{ij})^2\ge0\). A negative open path therefore does not by itself establish a sign problem for the trace.

```lean
/-- If an off-diagonal entry `H i j` is positive, then at any fixed `β > 0` every sufficiently
fine time slicing has a path from `i` to `j` with negative weight. -/
theorem exists_negative_path (H : Matrix n n ℝ) {i j : n} (hij : i ≠ j)
    (hpos : 0 < H i j) {β : ℝ} (hβ : 0 < β) :
    ∃ N₀ : ℕ, ∀ N : ℕ, N₀ < N →
      ∃ x : ℕ → n, x 0 = i ∧ x N = j ∧ pathWeight H β N x < 0 := by
  obtain ⟨ε₁, hε₁, hoff⟩ := propagator_neg_of_pos_offdiag H hij hpos
  obtain ⟨ε₂, hε₂, hdiag⟩ := propagator_diag_pos H j
  have hε : 0 < min ε₁ ε₂ := lt_min hε₁ hε₂
  obtain ⟨N₀, hN₀⟩ := exists_nat_gt (β / min ε₁ ε₂)
  refine ⟨N₀, fun N hN => ?_⟩
  have hNpos : (0 : ℝ) < N := by exact_mod_cast Nat.zero_lt_of_lt hN
  have hNN : (N₀ : ℝ) < N := by exact_mod_cast hN
  have hτ0 : 0 < β / N := div_pos hβ hNpos
  have hτ : β / N < min ε₁ ε₂ := by
    rw [div_lt_iff₀ hNpos, mul_comm]
    exact (div_lt_iff₀ hε).1 (hN₀.trans hNN)
  have ho := hoff _ hτ0 (hτ.trans_le (min_le_left _ _))
  have hd := hdiag _ hτ0 (hτ.trans_le (min_le_right _ _))
  -- jump from i to j in the first slice, then stay at j
  refine ⟨fun k => if k = 0 then i else j, if_pos rfl, if_neg (by omega), ?_⟩
  obtain ⟨M, rfl⟩ : ∃ M, N = M + 1 := ⟨N - 1, by omega⟩
  rw [pathWeight, prod_range_succ']
  refine mul_neg_of_pos_of_neg (prod_pos fun k _ => ?_) ?_
  · simpa using hd
  · simpa using ho
```

## A three-state Hamiltonian

The remaining two parts use the real symmetric matrix

\[
H=\begin{pmatrix}3/2&1/2&1\\1/2&3/2&1\\1&1&1\end{pmatrix},
\]

with states numbered \(0,1,2\), as in Lean's `Fin 3`.

```lean
/-- A real symmetric three-state Hamiltonian with positive off-diagonal entries. -/
def triangleH : Matrix (Fin 3) (Fin 3) ℝ :=
  !![3/2, 1/2, 1; 1/2, 3/2, 1; 1, 1, 1]
```

## (g) One propagator entry in closed form

Show that for every real \(\beta\)

\[
P(\beta)_{01}=\frac{1-3e^{-\beta}+2e^{-3\beta}}{6}.
\]

Direct multiplication gives the eigenvalues \(3,1,0\), with normalised eigenvectors

\[
\frac{(1,1,1)}{\sqrt3},\qquad\frac{(1,-1,0)}{\sqrt2},\qquad\frac{(1,1,-2)}{\sqrt6}.
\]

In the spectral sum, each exponential is multiplied by the product of components \(0\) and \(1\) of its eigenvector:

\[
P(\beta)_{01}=\tfrac13e^{-3\beta}-\tfrac12e^{-\beta}+\tfrac16 .
\]

This is the stated expression over a common denominator.

The Lean proof puts the unnormalised eigenvectors in the columns of `S` and absorbs the normalisation into the inverse `T`. The vector `d` holds \(-\beta\) times the eigenvalues. After `hH` verifies the diagonalisation, `Matrix.exp_units_conj` moves the exponential onto the diagonal matrix, and `key` writes out the three-term spectral sum.

```lean
/-- The propagator entry between the first two states of the three-state Hamiltonian,
in closed form. -/
theorem triangle_propagator (β : ℝ) :
    propagator triangleH β 0 1 =
      (1 - 3 * Real.exp (-β) + 2 * Real.exp (-(3 * β))) / 6 := by
  -- columns of S are eigenvectors, T is the inverse of S
  let S : Matrix (Fin 3) (Fin 3) ℝ := !![1, 1, 1; 1, -1, 1; 1, 0, -2]
  let T : Matrix (Fin 3) (Fin 3) ℝ := !![1/3, 1/3, 1/3; 1/2, -1/2, 0; 1/6, 1/6, -1/3]
  let d : Fin 3 → ℝ := ![-(3 * β), -β, 0]
  have hST : S * T = 1 := by
    ext i j
    fin_cases i <;> fin_cases j <;>
      norm_num [S, T, Matrix.mul_apply, Fin.sum_univ_succ, Matrix.one_apply]
  have hTS : T * S = 1 := mul_eq_one_comm.1 hST
  -- spectral sum for an entry of S * diagonal v * T
  have key : ∀ (v : Fin 3 → ℝ) (i j : Fin 3), (S * diagonal v * T) i j =
      S i 0 * v 0 * T 0 j + S i 1 * v 1 * T 1 j + S i 2 * v 2 * T 2 j := by
    intro v i j
    rw [Matrix.mul_apply, Fin.sum_univ_three]
    simp only [Matrix.mul_diagonal]
  have hH : (-β) • triangleH = S * diagonal d * T := by
    ext i j
    rw [key]
    fin_cases i <;> fin_cases j <;> simp [S, T, d, triangleH] <;> ring
  have hexp : NormedSpace.exp (S * diagonal d * T) =
      S * NormedSpace.exp (diagonal d) * T :=
    Matrix.exp_units_conj ⟨S, T, hST, hTS⟩ (diagonal d)
  have hd : NormedSpace.exp d = ![Real.exp (-(3 * β)), Real.exp (-β), 1] := by
    ext k
    rw [Pi.coe_exp, ← Real.exp_eq_exp_ℝ]
    fin_cases k <;> simp [d]
  rw [propagator, hH, hexp, Matrix.exp_diagonal, hd, key]
  simp [S, T]
  ring
```

## (h) A long slice with the opposite sign

Show that \(H\) is symmetric, that \(H_{01}>0\), and that nevertheless

\[
P(\beta)_{01}>0\qquad\text{for all }\beta\ge2 .
\]

The first two statements are read off the matrix. For the third, \(e^\beta\ge1+\beta\ge3\), so \(3e^{-\beta}\le1\). Hence \(1-3e^{-\beta}\ge0\), and the remaining term \(2e^{-3\beta}\) in (g) is strictly positive.

Thus the restriction to short times in (c) is needed: a positive \(H_{ij}\) does not make \(P(\tau)_{ij}\) negative at every \(\tau>0\). In the Lean proof, `h1` is the bound \(e^\beta\ge3\), `h3` is \(3e^{-\beta}\le1\), and `linarith` adds the positive term `h4`.

```lean
/-- For the symmetric three-state Hamiltonian the off-diagonal entry `H 0 1` is positive, yet
the propagator entry `exp(-βH) 0 1` is positive for every `β ≥ 2`. -/
theorem coarse_slice_hides_sign :
    triangleH.IsSymm ∧ 0 < triangleH 0 1 ∧
      ∀ β : ℝ, 2 ≤ β → 0 < propagator triangleH β 0 1 := by
  refine ⟨?_, by norm_num [triangleH], fun β hβ => ?_⟩
  · ext i j
    fin_cases i <;> fin_cases j <;> simp [triangleH]
  · rw [triangle_propagator]
    have h1 : 3 ≤ Real.exp β := by linarith [Real.add_one_le_exp β]
    have h2 : Real.exp (-β) * Real.exp β = 1 := by
      rw [← Real.exp_add, neg_add_cancel, Real.exp_zero]
    have h3 : 3 * Real.exp (-β) ≤ 1 := by nlinarith [Real.exp_pos (-β)]
    have h4 := Real.exp_pos (-(3 * β))
    linarith

end

end NonStoquasticSign
```

```lean
#print axioms NonStoquasticSign.offdiag_nonpos_of_propagator_nonneg
#print axioms NonStoquasticSign.exists_negative_path
#print axioms NonStoquasticSign.coarse_slice_hides_sign
```

```
'NonStoquasticSign.offdiag_nonpos_of_propagator_nonneg' depends on axioms: [propext, Classical.choice, Quot.sound]
'NonStoquasticSign.exists_negative_path' depends on axioms: [propext, Classical.choice, Quot.sound]
'NonStoquasticSign.coarse_slice_hides_sign' depends on axioms: [propext, Classical.choice, Quot.sound]
```

## One slice and four slices at β = 2

For the same three-state matrix, take \(\beta=2\) and paths from state \(0\) to state \(1\). With a single slice there is only one such path, and its weight is

\[
P(2)_{01}=\frac{1-3e^{-2}+2e^{-6}}{6}\approx0.0998 .
\]

With four slices, \(\tau=1/2\). The formula in (g) gives

\[
P(1/2)_{01}=\frac{1-3e^{-1/2}+2e^{-3/2}}{6}\approx-0.0622,
\]

and the squared components of the eigenvectors at state \(1\) give

\[
P(1/2)_{11}=\tfrac13e^{-3/2}+\tfrac12e^{-1/2}+\tfrac16\approx0.5443 .
\]

The path \(0\to1\to1\to1\to1\) therefore has weight

\[
W\approx(-0.0622)(0.5443)^3\approx-0.0100 .
\]

Since \(P(1/2)^4=P(2)\), the weights of all four-slice paths from \(0\) to \(1\) still add up to \(0.0998\). The finer slicing leaves the total unchanged but includes paths of negative weight.
